# The characteristic polynomial of the Mathieu operator cut down to its three lowest even π-periodic modes

The Mathieu operator −d²/dx² + 2q cos 2x is, for real q and in dimensionless units, the Hamiltonian of a quantum particle in a cosine potential. Here it acts on even functions of period π and is truncated to the three lowest cosine modes, the constant, cos 2x and cos 4x, each normalised. This leaves a symmetric 3×3 matrix with diagonal entries 0, 4 and 16 and off-diagonal couplings √2·q and q; the Lean file lets q be any complex number. `charpoly_mathieu` states that the characteristic polynomial of this matrix, det(X − M), is X³ − 20X² + (64 − 3q²)X + 32q². The proof expands the 3×3 determinant, simplifies the entries, and uses a helper fact `h`, that the constant polynomial √2 squares to 2, to finish with `linear_combination`.

Lean 4 with Mathlib refuses this proof:

```lean
import Mathlib

open Polynomial Matrix

namespace CharpolyMathieu

noncomputable section

/-- The Mathieu operator for even solutions of period π, truncated to the three lowest
cosine modes, with complex coupling `q`. -/
def mathieu (q : ℂ) : Matrix (Fin 3) (Fin 3) ℂ :=
  !![0, (Real.sqrt 2 : ℂ) * q, 0; (Real.sqrt 2 : ℂ) * q, 4, q; 0, q, 16]

/-- The characteristic polynomial of the truncated Mathieu matrix; the coupling enters only
through `q²`. -/
theorem charpoly_mathieu (q : ℂ) :
    (mathieu q).charpoly =
      X ^ 3 - 20 * X ^ 2 + C (64 - 3 * q ^ 2) * X + C (32 * q ^ 2) := by
  have h : (C (Real.sqrt 2 : ℂ)) ^ 2 = (2 : ℂ[X]) := by
    rw [← C_pow, ← Complex.ofReal_pow, Real.sq_sqrt (by norm_num)]
    simp
  rw [Matrix.charpoly, Matrix.det_fin_three]
  simp [Matrix.charmatrix_apply, mathieu]
  linear_combination (-(C q) ^ 2 * (X - 16)) * h

end

end CharpolyMathieu
```

The compiler's answer:

```
Main.lean:19:53: error: unsolved goals
q : ℂ
⊢ C 2 = 2
Main.lean:24:2: error: ring failed, ring expressions not equal
q : ℂ
h : C ↑√2 ^ 2 = 2
⊢ X * C 4 * C 16 - X * C q ^ 2 * 3 + X * C q ^ 2 * C 3 - X * C 64 + X ^ 2 * 20 - X ^ 2 * C 4 - X ^ 2 * C 16 +
            C 16 * C q ^ 2 * C ↑√2 ^ 2 +
          C q ^ 2 * 32 -
        C q ^ 2 * C ↑√2 ^ 2 * 16 -
      C q ^ 2 * C 32 =
    0
Main.lean:23:8: warning: This simp argument is unused:
  Matrix.charmatrix_apply

Hint: Omit it from the simp argument list.
  [apply] simp [mathieu]

Note: This linter can be disabled with `set_option linter.unusedSimpArgs false`
```

The mended proof, as a diff:

```diff
@@ -19,7 +19,8 @@
   have h : (C (Real.sqrt 2 : ℂ)) ^ 2 = (2 : ℂ[X]) := by
     rw [← C_pow, ← Complex.ofReal_pow, Real.sq_sqrt (by norm_num)]
-    simp
+    simp only [Complex.ofReal_ofNat, map_ofNat]
   rw [Matrix.charpoly, Matrix.det_fin_three]
-  simp [Matrix.charmatrix_apply, mathieu]
+  simp [mathieu]
+  simp only [map_ofNat]
   linear_combination (-(C q) ^ 2 * (X - 16)) * h
 
```

Diagnosis. Both errors come from numerals inside `C`, the map that turns a complex number into a constant polynomial. The lemma that takes `C 2` to the numeral `2` of `ℂ[X]` is `map_ofNat`, which is not in the default set that `simp` uses. In the proof of `h`, `simp` therefore stops at `C 2 = 2`. The repair names the lemmas needed: `Complex.ofReal_ofNat` turns the real 2 cast into `ℂ` into the complex numeral, and `map_ofNat` then closes the goal.

The second error has the same cause. After `simp`, the goal still holds terms such as `C 4`, `C 16` and `C 32`, which `ring` does not identify with 4, 16 and 32, so the remainder in the message does not cancel. The added `simp only [map_ofNat]` turns them into plain numerals, and the original `linear_combination` then works unchanged.

Dropping `Matrix.charmatrix_apply` is mere tidying: the warning says that `simp` never used it.
